# In a real orthonormal basis, a closed-shell Wiberg valence cannot exceed the number of atomic functions, occupied orbitals or virtual orbitals

Put two electrons in the orbital \(\cos\theta\,\chi_A+\sin\theta\,\chi_B\), with one orthonormal function on each of two atoms: the population of \(A\) is \(P_{AA}=2\cos^2\theta\), and the bond order is \((2\cos\theta\sin\theta)^2=1-(P_{AA}-1)^2\). The valence of \(A\) is therefore 1 for even sharing and falls as its population moves away from one electron; the file below extends this to any number of functions, orbitals and atoms.

```lean
import Mathlib

open Matrix

namespace WibergValence

noncomputable section

variable {n κ : Type*} [Fintype n] [DecidableEq n] [Fintype κ] [DecidableEq κ]

/-- The Wiberg bond order of atoms `A` and `B`: the sum of `P i j ^ 2` over basis functions
`i` on `A` and `j` on `B`, where `loc` assigns each basis function to its atom. -/
def bondOrder (loc : n → κ) (P : Matrix n n ℝ) (A B : κ) : ℝ :=
  ∑ i, ∑ j, if loc i = A ∧ loc j = B then P i j ^ 2 else 0

/-- The Wiberg valence of atom `A`: the sum of its bond orders to all other atoms. -/
def valence (loc : n → κ) (P : Matrix n n ℝ) (A : κ) : ℝ :=
  ∑ B ∈ Finset.univ.erase A, bondOrder loc P A B

/-- The indicator of the basis functions on atom `A`. -/
def onAtom (loc : n → κ) (A : κ) (i : n) : ℝ := if loc i = A then 1 else 0

/-- The diagonal block of `P` on the basis functions of atom `A`. -/
def atomBlock (loc : n → κ) (P : Matrix n n ℝ) (A : κ) :
    Matrix {i // loc i = A} {i // loc i = A} ℝ :=
  P.submatrix Subtype.val Subtype.val

/-- The projector on the functions of atom `A` minus the projector on all other functions. -/
def atomSign (loc : n → κ) (A : κ) : Matrix n n ℝ :=
  diagonal (onAtom loc A) - (1 - diagonal (onAtom loc A))

omit [DecidableEq n] in
/-- The valence is a sum of squared density-matrix elements between the atom and the rest. -/
theorem valence_eq_sum (loc : n → κ) (P : Matrix n n ℝ) (A : κ) :
    valence loc P A = ∑ i, onAtom loc A i * ∑ j, (1 - onAtom loc A j) * P i j ^ 2 := by
  unfold valence bondOrder
  rw [Finset.sum_comm]
  refine Finset.sum_congr rfl fun i _ => ?_
  rw [Finset.sum_comm, Finset.mul_sum]
  refine Finset.sum_congr rfl fun j _ => ?_
  by_cases h : loc i = A <;> by_cases h' : loc j = A <;> simp [onAtom, h, h']

/-- For a symmetric matrix, the trace of the square is the sum of all squared elements. -/
theorem trace_sq {m : Type*} [Fintype m] {M : Matrix m m ℝ} (hM : M.IsSymm) :
    (M * M).trace = ∑ i, ∑ j, M i j ^ 2 := by
  simp only [Matrix.trace, Matrix.diag_apply, Matrix.mul_apply]
  refine Finset.sum_congr rfl fun i _ => Finset.sum_congr rfl fun j _ => ?_
  rw [hM.apply i j]
  ring

/-- The trace of a closed-shell density matrix is twice the number of occupied orbitals,
the dimension of its range. -/
theorem trace_eq_two_rank {P : Matrix n n ℝ} (hI : P * P = (2 : ℝ) • P) :
    P.trace = 2 * (P.rank : ℝ) := by
  -- half of P is a projection onto the range of P
  have hp : LinearMap.IsProj (LinearMap.range P.mulVecLin)
      (Matrix.toLin' ((1 / 2 : ℝ) • P)) := by
    constructor
    · intro x
      exact ⟨(1 / 2 : ℝ) • x, by simp⟩
    · rintro _ ⟨y, rfl⟩
      simp only [Matrix.toLin'_apply, Matrix.mulVecLin_apply, Matrix.mulVec_mulVec,
        Matrix.smul_mul, hI, smul_smul]
      norm_num
  have h := hp.trace
  rw [LinearMap.trace_eq_matrix_trace ℝ (Pi.basisFun ℝ n), LinearMap.toMatrix_eq_toMatrix',
    LinearMap.toMatrix'_toLin', Matrix.trace_smul, smul_eq_mul] at h
  have h' : 1 / 2 * P.trace = (P.rank : ℝ) := h
  linarith

omit [DecidableEq n] in
/-- The valence is twice the electron population of the atom minus the sum of the squared
density-matrix elements within the atom. -/
theorem valence_split (loc : n → κ) {P : Matrix n n ℝ} (hP : P.IsSymm)
    (hI : P * P = (2 : ℝ) • P) (A : κ) :
    valence loc P A = 2 * ∑ i, onAtom loc A i * P i i
      - ∑ i, onAtom loc A i * ∑ j, onAtom loc A j * P i j ^ 2 := by
  have row : ∀ i, ∑ j, P i j ^ 2 = 2 * P i i := by
    intro i
    have h := congrFun (congrFun hI i) i
    rw [Matrix.mul_apply, Matrix.smul_apply, smul_eq_mul] at h
    rw [← h]
    refine Finset.sum_congr rfl fun j _ => ?_
    rw [hP.apply i j]
    ring
  rw [valence_eq_sum, Finset.mul_sum, ← Finset.sum_sub_distrib]
  refine Finset.sum_congr rfl fun i _ => ?_
  have h : ∑ j, (1 - onAtom loc A j) * P i j ^ 2
      = 2 * P i i - ∑ j, onAtom loc A j * P i j ^ 2 := by
    rw [← row i, ← Finset.sum_sub_distrib]
    exact Finset.sum_congr rfl fun j _ => by ring
  rw [h]
  ring

/-- The valence is the number of basis functions on the atom minus `tr ((P_AA - 1)^2)`. -/
theorem valence_eq_block (loc : n → κ) {P : Matrix n n ℝ} (hP : P.IsSymm)
    (hI : P * P = (2 : ℝ) • P) (A : κ) :
    valence loc P A = (Fintype.card {i // loc i = A} : ℝ)
      - ((atomBlock loc P A - 1) ^ 2).trace := by
  -- sums over the functions of the atom are indicator-weighted sums over all functions
  have sub : ∀ f : n → ℝ, ∑ i : {i // loc i = A}, f i = ∑ i, onAtom loc A i * f i := by
    intro f
    have h : ∑ i ∈ Finset.univ.filter (fun i => loc i = A), f i
        = ∑ i : {i // loc i = A}, f i :=
      Finset.sum_subtype _ (by simp) f
    rw [← h, Finset.sum_filter]
    refine Finset.sum_congr rfl fun i _ => ?_
    by_cases h : loc i = A <;> simp [onAtom, h]
  have hB : (atomBlock loc P A).IsSymm := hP.submatrix _
  have h1 : (atomBlock loc P A).trace = ∑ i, onAtom loc A i * P i i := sub fun i => P i i
  have h2 : (atomBlock loc P A * atomBlock loc P A).trace
      = ∑ i, onAtom loc A i * ∑ j, onAtom loc A j * P i j ^ 2 := by
    rw [trace_sq hB, ← sub fun i => ∑ j, onAtom loc A j * P i j ^ 2]
    exact Finset.sum_congr rfl fun i _ => sub fun j => P i j ^ 2
  rw [valence_split loc hP hI, ← h1, ← h2, pow_two]
  simp only [sub_mul, mul_sub, mul_one, one_mul, Matrix.trace_sub, Matrix.trace_one]
  ring

/-- The valence is the number of occupied orbitals minus `tr ((P S P)^2) / 16`, where `S` is
`+1` on the atom and `-1` on the rest of the molecule. -/
theorem valence_eq_occupied (loc : n → κ) {P : Matrix n n ℝ} (hP : P.IsSymm)
    (hI : P * P = (2 : ℝ) • P) (A : κ) :
    valence loc P A = (P.rank : ℝ)
      - ((P * atomSign loc A * P) * (P * atomSign loc A * P)).trace / 16 := by
  -- cyclicity of the trace removes two factors of P
  have c : ∀ S : Matrix n n ℝ,
      (P * S * P * (P * S * P)).trace = 4 * (P * S * (P * S)).trace := by
    intro S
    calc (P * S * P * (P * S * P)).trace
        = ((P * S * (P * P) * S) * P).trace := by simp only [mul_assoc]
      _ = (P * (P * S * (P * P) * S)).trace := Matrix.trace_mul_comm _ _
      _ = ((P * P) * S * (P * P) * S).trace := by simp only [mul_assoc]
      _ = 4 * (P * S * (P * S)).trace := by
        rw [hI]
        simp only [smul_mul_assoc, mul_smul_comm, Matrix.trace_smul, smul_eq_mul, mul_assoc]
        ring
  have t2 : ∀ Q : Matrix n n ℝ, (P * (P * Q)).trace = 2 * (P * Q).trace := by
    intro Q
    rw [← mul_assoc, hI, smul_mul_assoc, Matrix.trace_smul, smul_eq_mul]
  have t1 : ∀ Q : Matrix n n ℝ, (P * Q * P).trace = 2 * (P * Q).trace := by
    intro Q
    rw [Matrix.trace_mul_comm (P * Q) P, t2]
  have t3 : (P * P).trace = 2 * P.trace := by rw [hI, Matrix.trace_smul, smul_eq_mul]
  have q1 : (P * diagonal (onAtom loc A)).trace = ∑ i, onAtom loc A i * P i i := by
    simp only [Matrix.trace, Matrix.diag_apply, Matrix.mul_diagonal, mul_comm]
  have q2 : (P * diagonal (onAtom loc A) * (P * diagonal (onAtom loc A))).trace
      = ∑ i, onAtom loc A i * ∑ j, onAtom loc A j * P i j ^ 2 := by
    simp only [Matrix.trace, Matrix.diag_apply]
    refine Finset.sum_congr rfl fun i _ => ?_
    rw [Matrix.mul_apply, Finset.mul_sum]
    refine Finset.sum_congr rfl fun j _ => ?_
    rw [Matrix.mul_diagonal, Matrix.mul_diagonal, hP.apply i j]
    ring
  rw [c, valence_split loc hP hI, ← q1, ← q2]
  unfold atomSign
  simp only [mul_sub, sub_mul, mul_one, Matrix.trace_sub, t1, t2, t3]
  linarith [trace_eq_two_rank hI]

/-- The valence equals the number of occupied orbitals exactly when `P S P = 0`, that is, when
`S` (`+1` on the atom, `-1` elsewhere) vanishes between all occupied orbitals; otherwise it is
smaller. -/
theorem valence_le_occupied (loc : n → κ) {P : Matrix n n ℝ} (hP : P.IsSymm)
    (hI : P * P = (2 : ℝ) • P) (A : κ) :
    valence loc P A ≤ P.rank ∧
      (valence loc P A = P.rank ↔ P * atomSign loc A * P = 0) := by
  have hM : (P * atomSign loc A * P).IsSymm := by
    change (P * atomSign loc A * P)ᵀ = _
    simp [atomSign, Matrix.transpose_mul, hP.eq, mul_assoc]
  have h := valence_eq_occupied loc hP hI A
  have h0 : 0 ≤ ((P * atomSign loc A * P) * (P * atomSign loc A * P)).trace := by
    rw [trace_sq hM]
    positivity
  refine ⟨by linarith, fun he => ?_, fun he => by rw [h, he]; simp⟩
  have hz : ∑ i, ∑ j, (P * atomSign loc A * P) i j ^ 2 = 0 := by
    rw [← trace_sq hM]
    linarith
  ext i j
  have hi := (Finset.sum_eq_zero_iff_of_nonneg
    (fun i _ => Finset.sum_nonneg fun j _ => sq_nonneg _)).1 hz i (Finset.mem_univ i)
  have hj := (Finset.sum_eq_zero_iff_of_nonneg
    (fun j _ => sq_nonneg _)).1 hi j (Finset.mem_univ j)
  simpa using hj

/-- The Wiberg valence of an atom is `n_A - tr ((P_AA - 1)^2)`, and it is at most the minimum of
the number of its basis functions, of occupied orbitals and of virtual orbitals. -/
theorem wiberg_valence (loc : n → κ) {P : Matrix n n ℝ} (hP : P.IsSymm)
    (hI : P * P = (2 : ℝ) • P) (A : κ) :
    valence loc P A = (Fintype.card {i // loc i = A} : ℝ)
        - ((atomBlock loc P A - 1) ^ 2).trace ∧
      valence loc P A ≤ min (Fintype.card {i // loc i = A} : ℝ)
        (min (P.rank : ℝ) ((Fintype.card n : ℝ) - P.rank)) := by
  have h := valence_eq_block loc hP hI A
  refine ⟨h, le_min ?_ (le_min (valence_le_occupied loc hP hI A).1 ?_)⟩
  · have hB : (atomBlock loc P A - 1).IsSymm := (hP.submatrix _).sub Matrix.isSymm_one
    have h0 : 0 ≤ ((atomBlock loc P A - 1) ^ 2).trace := by
      rw [pow_two, trace_sq hB]
      positivity
    linarith
  · -- the hole density 2 - P has the same valence and occupies the virtual orbitals
    have hP' : ((2 : ℝ) • (1 : Matrix n n ℝ) - P).IsSymm :=
      (Matrix.isSymm_one.smul _).sub hP
    have hI' : ((2 : ℝ) • (1 : Matrix n n ℝ) - P) * ((2 : ℝ) • (1 : Matrix n n ℝ) - P)
        = (2 : ℝ) • ((2 : ℝ) • (1 : Matrix n n ℝ) - P) := by
      simp only [sub_mul, mul_sub, smul_mul_assoc, mul_smul_comm, one_mul, mul_one, hI]
      module
    have hv : valence loc ((2 : ℝ) • (1 : Matrix n n ℝ) - P) A = valence loc P A := by
      rw [valence_eq_sum, valence_eq_sum]
      refine Finset.sum_congr rfl fun i _ => ?_
      rw [Finset.mul_sum, Finset.mul_sum]
      refine Finset.sum_congr rfl fun j _ => ?_
      by_cases hij : i = j
      · subst hij
        by_cases hA : loc i = A <;> simp [onAtom, hA]
      · simp [Matrix.one_apply_ne hij]
    have hb := (valence_le_occupied loc hP' hI' A).1
    have ht := trace_eq_two_rank hI'
    rw [Matrix.trace_sub, Matrix.trace_smul, Matrix.trace_one, smul_eq_mul,
      trace_eq_two_rank hI] at ht
    rw [hv] at hb
    linarith

/-- One doubly occupied orbital spread evenly over four functions, two on each of two atoms:
the valence equals the number of occupied orbitals, one, while the atom has two functions. -/
theorem wiberg_valence_witness :
    let P : Matrix (Fin 4) (Fin 4) ℝ := Matrix.of fun _ _ => 1 / 2
    let loc : Fin 4 → Fin 2 := ![0, 0, 1, 1]
    P.IsSymm ∧ P * P = (2 : ℝ) • P ∧ valence loc P 0 = 1 ∧ P.rank = 1 ∧
      Fintype.card {i // loc i = 0} = 2 := by
  intro P loc
  have hI : P * P = (2 : ℝ) • P := by
    ext i j
    simp only [P, Matrix.mul_apply, Matrix.of_apply, Matrix.smul_apply, Fin.sum_univ_four,
      smul_eq_mul]
    norm_num
  refine ⟨by ext i j; rfl, hI, ?_, ?_, by decide⟩
  · rw [valence_eq_sum]
    simp [P, loc, onAtom, Fin.sum_univ_four]
    try norm_num
  · have ht := trace_eq_two_rank hI
    have h2 : P.trace = 2 := by
      simp only [P, Matrix.trace, Matrix.diag_apply, Matrix.of_apply, Fin.sum_univ_four]
      norm_num
    have h1 : (P.rank : ℝ) = 1 := by linarith
    exact_mod_cast h1

end

end WibergValence
```

```lean
#print axioms WibergValence.wiberg_valence
```

```
'WibergValence.wiberg_valence' depends on axioms: [propext, Classical.choice, Quot.sound]
```

## Density matrix, atoms and orbital counts

The real symmetric matrix \(P\) is the spin-summed density matrix. The hypothesis `hI`, \(P^2=2P\), says that every orbital holds two electrons or none, as in a closed-shell single determinant. Orthonormality of the basis is not a separate hypothesis; it is what gives \(P^2=2P\) and \(P_{ij}^2\) this meaning.

The map `loc` assigns each basis function to an atom. `bondOrder` is \(W_{AB}=\sum_{i\in A}\sum_{j\in B}P_{ij}^2\), and `valence` is \(V_A=\sum_{B\ne A}W_{AB}\). `atomBlock` is the submatrix \(P_{AA}\) on the \(n_A\) functions of \(A\). With \(n\) functions in all, the occupied count is \(r=\) `P.rank` and the virtual count is \(n-r\).

The theorem `wiberg_valence` states

\[
V_A=n_A-\operatorname{tr}\big((P_{AA}-1)^2\big),\qquad V_A\le\min(n_A,\;r,\;n-r).
\]

Open shells, correlated densities, complex orbitals and overlapping basis functions are not covered. Within the closed-shell model, a hydrogen atom with a single basis function has a Wiberg valence of at most 1.

## The bound from the atom's own functions

Symmetry and \(P^2=2P\) give \(\sum_jP_{ij}^2=(P^2)_{ii}=2P_{ii}\). Summing over \(i\in A\) and removing the terms with \(j\in A\) gives

\[
V_A=2\operatorname{tr}P_{AA}-\operatorname{tr}(P_{AA}^2)
=n_A-\operatorname{tr}\big((P_{AA}-1)^2\big).
\]

The last trace is a sum of squares, because \(P_{AA}-1\) is symmetric, so \(V_A\le n_A\).

In Lean, `valence_eq_sum` writes \(V_A\) with the indicator `onAtom`, `valence_split` applies the row identity, and `valence_eq_block` turns the indicator sums into traces of the block. `trace_sq` supplies the sum of squares.

## The bound from the occupied orbitals

Since \(P/2\) is a projector onto the range of \(P\), its trace is \(r\), so \(\operatorname{tr}P=2r\) (`trace_eq_two_rank`). Let \(D\) be the diagonal projector on the functions of \(A\), and let \(S=2D-1\), which is `atomSign`. Cyclicity of the trace and \(P^2=2P\) give

\[
\begin{aligned}
\operatorname{tr}\big((PSP)^2\big)&=4\operatorname{tr}(PSPS)\\
&=4\big[4\operatorname{tr}(PDPD)-8\operatorname{tr}(PD)+2\operatorname{tr}P\big]\\
&=16\,(r-V_A),
\end{aligned}
\]

because \(\operatorname{tr}(PD)=\operatorname{tr}P_{AA}\) and \(\operatorname{tr}(PDPD)=\operatorname{tr}(P_{AA}^2)\). In `valence_eq_occupied`, step `c` is the first line, `t1` to `t3` reduce the expanded traces, and `q1` and `q2` identify the atomic sums.

\(PSP\) is symmetric, so the left side is a sum of squares and \(V_A\le r\). Equality holds exactly when \(PSP=0\) (`valence_le_occupied`): \(S\) then vanishes between all occupied orbitals, and in particular each has half its weight on \(A\).

## The bound from the virtual orbitals

The hole density \(Q=2-P\) satisfies \(Q^2=4-4P+2P=2Q\). Its off-diagonal elements are those of \(P\) up to sign, so it gives the same valence. Its rank is \(\tfrac12\operatorname{tr}Q=n-r\), and the occupied bound applied to \(Q\) gives \(V_A\le n-r\). This is the last part of the proof of `wiberg_valence`.

## An attained bound, a neighbour and a failure

In `wiberg_valence_witness`, one orbital is spread evenly over four functions, two per atom. All \(P_{ij}=\tfrac12\), so \(V_A=4\cdot\tfrac14=1=r\), while \(n_A=2\) and \(n-r=3\): here the occupied count is the limiting one.

The same argument bounds \(V_A\) by the functions on the other atoms. Merging those atoms into one fragment leaves \(V_A\) unchanged, and by symmetry of \(P\) it is also the fragment's valence, so \(V_A\le n-n_A\).

Without \(P^2=2P\) the identity can fail. Take one function on each of two atoms and \(P=1\), the spin-summed density of two separated hydrogen atoms with one electron each. Then \(V_A=0\), but \(n_A-\operatorname{tr}((P_{AA}-1)^2)=1\).
